# At positive temperature, the mean energy of finitely many split levels lies below their barycentre

A transition-metal ion with one d electron sits in a crystal field that splits the d shell into groups of levels. Energies are usually quoted relative to the barycentre, the average of the levels weighted by their degeneracies. In thermal equilibrium the electron does not occupy all states equally. Where does its mean energy lie relative to the barycentre, and when do the two agree?

Let a finite set \(\iota\) label the levels. Level \(i\) has a real energy \(E_i\) and a degeneracy \(g_i\). The code allows any real \(g_i>0\), which includes the whole-number degeneracies of physics. The levels are fixed and do not depend on temperature. They are the total energies of one system, here a single electron in the crystal field, and its states are populated according to Boltzmann factors.

```lean
import Mathlib

open Finset

namespace BarycentreRule

noncomputable section

variable {ι : Type*} [Fintype ι]
```

The barycentre is

\[
\bar E=\frac{A}{G},\qquad A=\sum_i g_iE_i,\qquad G=\sum_i g_i .
\]

```lean
/-- The barycentre of levels `E i` with degeneracies `g i`: their degeneracy-weighted average. -/
def barycentre (g E : ι → ℝ) : ℝ := (∑ i, g i * E i) / ∑ i, g i
```

With \(b=1/(k_BT)\), the thermal mean is

\[
\langle E\rangle_b=\frac{B}{Z},\qquad B=\sum_i g_iE_ie^{-bE_i},\qquad Z=\sum_i g_ie^{-bE_i}.
\]

In Lean these are `barycentre g E` and `thermalMean g E b`, with `g` and `E` as functions from `ι` to the reals. Energy and inverse temperature are plain real numbers in matching units.

```lean
/-- The mean energy at inverse temperature `b` of levels `E i` with degeneracies `g i`,
populated according to Boltzmann factors. -/
def thermalMean (g E : ι → ℝ) (b : ℝ) : ℝ :=
  (∑ i, g i * E i * Real.exp (-b * E i)) / ∑ i, g i * Real.exp (-b * E i)
```

## (a) Two energies and their Boltzmann factors

Let \(b>0\) and let \(x\neq y\) be two energies. Show that

\[
(x-y)\left(e^{-by}-e^{-bx}\right)>0 .
\]

**Solution.** If \(x<y\), then \(-by<-bx\), so \(e^{-by}<e^{-bx}\) and both factors are negative. If \(x>y\), both inequalities reverse and both factors are positive. The product is positive in either case.

The Lean proof makes the same case split. `Real.exp_lt_exp` reduces the comparison of exponentials to one of exponents, which `nlinarith` settles using \(b>0\).

```lean
/-- At positive temperature, the higher of two different energies has the smaller
Boltzmann factor, written as the positivity of a product of differences. -/
theorem boltzmann_pair_pos {b x y : ℝ} (hb : 0 < b) (h : x ≠ y) :
    0 < (x - y) * (Real.exp (-b * y) - Real.exp (-b * x)) := by
  rcases lt_or_gt_of_ne h with h | h
  · have h1 : Real.exp (-b * y) < Real.exp (-b * x) :=
      Real.exp_lt_exp.mpr (by nlinarith)
    exact mul_pos_of_neg_of_neg (by linarith) (by linarith)
  · have h1 : Real.exp (-b * x) < Real.exp (-b * y) :=
      Real.exp_lt_exp.mpr (by nlinarith)
    exact mul_pos (by linarith) (by linarith)
```

## (b) From pairs of levels to single sums

For arbitrary real weights \(w_i\), show that

\[
\sum_{i,j} g_ig_j(E_i-E_j)(w_j-w_i)
=2\Bigl[A\sum_i g_iw_i-G\sum_i g_iE_iw_i\Bigr].
\]

**Solution.** Expand the product:

\[
(E_i-E_j)(w_j-w_i)=E_iw_j-E_iw_i-E_jw_j+E_jw_i .
\]

Multiply by \(g_ig_j\) and sum over both indices. The first and last terms each give \(A\sum_i g_iw_i\). The two middle terms each give \(-G\sum_i g_iE_iw_i\). Adding the four contributions yields the identity.

No sign condition on \(g\) or \(w\) is needed. In Lean, `expand` carries out the sum over \(j\) at fixed \(i\); the sum over \(i\) follows, and `ring` collects the terms.

```lean
/-- For any weights `w`, a sum over pairs of levels of products of energy and weight
differences is expressed through sums over single levels. -/
theorem pair_sum (g E w : ι → ℝ) :
    ∑ i, ∑ j, g i * g j * ((E i - E j) * (w j - w i)) =
      2 * ((∑ i, g i * E i) * (∑ i, g i * w i) - (∑ i, g i) * ∑ i, g i * E i * w i) := by
  -- carry out the inner sum first
  have expand : ∀ i, ∑ j, g i * g j * ((E i - E j) * (w j - w i)) =
      g i * E i * (∑ j, g j * w j) - g i * E i * w i * (∑ j, g j)
        - g i * (∑ j, g j * E j * w j) + g i * w i * (∑ j, g j * E j) := by
    intro i
    simp only [Finset.mul_sum, ← Finset.sum_sub_distrib, ← Finset.sum_add_distrib]
    apply Finset.sum_congr rfl
    intro j _
    ring
  rw [Finset.sum_congr rfl (fun i _ => expand i)]
  simp only [Finset.sum_add_distrib, Finset.sum_sub_distrib, ← Finset.sum_mul]
  ring
```

## (c) The depression as a sum over pairs

Let all \(g_i>0\), with at least one level present. For any real \(b\), show that

\[
\bar E-\langle E\rangle_b=
\frac{1}{2GZ}\sum_{i,j} g_ig_j(E_i-E_j)\left(e^{-bE_j}-e^{-bE_i}\right).
\]

**Solution.** Both \(G\) and \(Z\) are sums of positive terms, so they are positive and

\[
\frac{A}{G}-\frac{B}{Z}=\frac{AZ-GB}{GZ}.
\]

Part (b) with \(w_i=e^{-bE_i}\) says that the double sum equals \(2(AZ-GB)\). Dividing by \(2GZ\) gives the claim.

The hypothesis `[Nonempty ι]` supplies the level that makes both sums positive, recorded as `hG` and `hZ`. The identity from (b) enters as `key`, and the rest is clearing denominators.

```lean
/-- For positive degeneracies, the barycentre minus the thermal mean equals a sum over ordered pairs
of levels, divided by twice the product of the total degeneracy and the partition function. Each
term is the product of the two degeneracies, the energy difference and the difference of Boltzmann
factors taken in the opposite order. -/
theorem barycentre_sub_thermalMean [Nonempty ι] (g E : ι → ℝ) (hg : ∀ i, 0 < g i) (b : ℝ) :
    barycentre g E - thermalMean g E b =
      (∑ i, ∑ j, g i * g j *
        ((E i - E j) * (Real.exp (-b * E j) - Real.exp (-b * E i)))) /
      (2 * (∑ i, g i) * ∑ i, g i * Real.exp (-b * E i)) := by
  have hG : 0 < ∑ i, g i := Finset.sum_pos (fun i _ => hg i) Finset.univ_nonempty
  have hZ : 0 < ∑ i, g i * Real.exp (-b * E i) :=
    Finset.sum_pos (fun i _ => mul_pos (hg i) (Real.exp_pos _)) Finset.univ_nonempty
  have key := pair_sum g E (fun i => Real.exp (-b * E i))
  unfold barycentre thermalMean
  rw [key, div_sub_div _ _ hG.ne' hZ.ne',
    div_eq_div_iff (mul_ne_zero hG.ne' hZ.ne')
      (mul_ne_zero (mul_ne_zero two_ne_zero hG.ne') hZ.ne')]
  ring
```

## (d) Split levels at positive temperature

Let \(b>0\), let all \(g_i>0\), and suppose that \(E_i\neq E_j\) for some pair \(i,j\). Show that

\[
\langle E\rangle_b<\bar E .
\]

**Solution.** Consider the double sum in (c), with summation indices \(k,l\). If \(E_k=E_l\), the term is zero. If \(E_k\neq E_l\), it is positive by (a), since \(g_kg_l>0\). Every term is therefore nonnegative, and the term with \(k=i\), \(l=j\) is strictly positive. The sum is positive, and so is \(\bar E-\langle E\rangle_b\).

In the code, `hnn` is the nonnegativity of each term. `Finset.sum_pos'` turns nonnegative terms with one positive member into a positive sum; it is used once for each summation.

```lean
/-- If at least two levels differ, the thermal mean at positive temperature lies strictly
below the barycentre. -/
theorem thermalMean_lt_barycentre (g E : ι → ℝ) (hg : ∀ i, 0 < g i) {b : ℝ} (hb : 0 < b)
    {i j : ι} (hij : E i ≠ E j) : thermalMean g E b < barycentre g E := by
  have : Nonempty ι := ⟨i⟩
  have hG : 0 < ∑ k, g k := Finset.sum_pos (fun k _ => hg k) Finset.univ_nonempty
  have hZ : 0 < ∑ k, g k * Real.exp (-b * E k) :=
    Finset.sum_pos (fun k _ => mul_pos (hg k) (Real.exp_pos _)) Finset.univ_nonempty
  -- no pair of levels contributes negatively
  have hnn : ∀ k l, 0 ≤ g k * g l *
      ((E k - E l) * (Real.exp (-b * E l) - Real.exp (-b * E k))) := by
    intro k l
    by_cases h : E k = E l
    · rw [h, sub_self, zero_mul, mul_zero]
    · exact (mul_pos (mul_pos (hg k) (hg l)) (boltzmann_pair_pos hb h)).le
  rw [← sub_pos, barycentre_sub_thermalMean g E hg b]
  refine div_pos ?_ (mul_pos (mul_pos two_pos hG) hZ)
  -- the pair `i, j` contributes strictly
  exact Finset.sum_pos' (fun k _ => Finset.sum_nonneg fun l _ => hnn k l)
    ⟨i, Finset.mem_univ i, Finset.sum_pos' (fun l _ => hnn i l)
      ⟨j, Finset.mem_univ j,
        mul_pos (mul_pos (hg i) (hg j)) (boltzmann_pair_pos hb hij)⟩⟩
```

## (e) The case of equality

Let \(b>0\), let all \(g_i>0\), and let there be at least one level. Show that

\[
\langle E\rangle_b\le\bar E,\qquad
\langle E\rangle_b=\bar E\iff E_i=E_j\text{ for all }i,j .
\]

**Solution.** If all levels coincide, every energy difference in (c) vanishes, so the mean equals the barycentre. If some pair differs, (d) gives strict inequality. These two cases prove the bound, and they show that equality occurs only when all levels coincide.

Lean proves the coincident case first, as `heq`, and obtains the converse by contradiction with (d).

```lean
/-- At positive temperature the thermal mean never exceeds the barycentre, and the two agree
exactly when all levels coincide. -/
theorem thermalMean_le_barycentre [Nonempty ι] (g E : ι → ℝ) (hg : ∀ i, 0 < g i)
    {b : ℝ} (hb : 0 < b) :
    thermalMean g E b ≤ barycentre g E ∧
      (thermalMean g E b = barycentre g E ↔ ∀ i j, E i = E j) := by
  have heq : (∀ i j, E i = E j) → thermalMean g E b = barycentre g E := by
    intro h
    have h0 : ∑ i, ∑ j, g i * g j *
        ((E i - E j) * (Real.exp (-b * E j) - Real.exp (-b * E i))) = 0 :=
      Finset.sum_eq_zero fun i _ => Finset.sum_eq_zero fun j _ => by
        rw [h i j, sub_self, zero_mul, mul_zero]
    have h1 := barycentre_sub_thermalMean g E hg b
    rw [h0, zero_div] at h1
    linarith
  refine ⟨?_, ?_, heq⟩
  · by_cases h : ∀ i j, E i = E j
    · exact (heq h).le
    · push Not at h
      obtain ⟨i, j, hij⟩ := h
      exact (thermalMean_lt_barycentre g E hg hb hij).le
  · intro h i j
    by_contra hij
    exact (thermalMean_lt_barycentre g E hg hb hij).ne h
```

## (f) Energies measured from the barycentre

Keep the assumptions of (e) and add \(\sum_i g_iE_i=0\). Show that

\[
\langle E\rangle_b\le 0,\qquad
\langle E\rangle_b=0\iff E_i=0\text{ for all }i .
\]

**Solution.** Now \(\bar E=0\), so (e) gives the inequality and says that equality holds exactly when all levels coincide. In that case, for any \(i\),

\[
G E_i=\sum_j g_jE_i=\sum_j g_jE_j=0 ,
\]

and \(G>0\) forces \(E_i=0\). Conversely, levels that are all zero coincide.

The added condition is the hypothesis `hsum`. It stands for the barycentre rule of crystal field theory: to first order, the non-spherical part of the field splits a shell without moving its weighted average, and the zero of energy is placed at that average. The rule is assumed here, not derived from a crystal field Hamiltonian.

```lean
/-- For levels with positive degeneracies and barycentre at zero, the thermal mean at positive
temperature is nonpositive, and it is zero exactly when every level is zero. -/
theorem thermalMean_nonpos [Nonempty ι] (g E : ι → ℝ) (hg : ∀ i, 0 < g i)
    (hsum : ∑ i, g i * E i = 0) {b : ℝ} (hb : 0 < b) :
    thermalMean g E b ≤ 0 ∧ (thermalMean g E b = 0 ↔ ∀ i, E i = 0) := by
  have hG : 0 < ∑ i, g i := Finset.sum_pos (fun i _ => hg i) Finset.univ_nonempty
  have h0 : barycentre g E = 0 := by
    unfold barycentre
    rw [hsum, zero_div]
  have h := thermalMean_le_barycentre g E hg hb
  rw [h0] at h
  refine ⟨h.1, h.2.trans ⟨fun hE i => ?_, fun hE i j => by rw [hE i, hE j]⟩⟩
  -- coinciding levels with vanishing weighted sum must sit at zero
  have h1 : (∑ j, g j) * E i = 0 := by
    calc (∑ j, g j) * E i = ∑ j, g j * E j := by
          rw [Finset.sum_mul]
          exact Finset.sum_congr rfl fun j _ => by rw [hE i j]
      _ = 0 := hsum
  exact (mul_eq_zero.mp h1).resolve_left hG.ne'
```

## (g) Levels without degeneracy factors

Let \(b>0\), and let finitely many levels, at least one, satisfy \(\sum_iE_i=0\). Show that

\[
\frac{\sum_iE_ie^{-bE_i}}{\sum_ie^{-bE_i}}\le0,
\]

with equality exactly when every \(E_i=0\).

**Solution.** Set \(g_i=1\) in (f). Degenerate states can still be described by giving several labels the same energy. Lean makes this substitution and removes the factors of one with `simpa`.

The smallest case with a splitting has two levels, at \(\varepsilon\) and \(-\varepsilon\) with \(\varepsilon\ne0\). Its mean energy is \(-\varepsilon\tanh(b\varepsilon)\), which is negative for either sign of \(\varepsilon\).

```lean
/-- For finitely many levels with sum zero, the Boltzmann average of the energy at positive
temperature is nonpositive, and it is zero exactly when all levels vanish. -/
theorem boltzmann_average_nonpos [Nonempty ι] (E : ι → ℝ) (hsum : ∑ i, E i = 0)
    {b : ℝ} (hb : 0 < b) :
    (∑ i, E i * Real.exp (-b * E i)) / (∑ i, Real.exp (-b * E i)) ≤ 0 ∧
      ((∑ i, E i * Real.exp (-b * E i)) / (∑ i, Real.exp (-b * E i)) = 0 ↔
        ∀ i, E i = 0) := by
  have h := thermalMean_nonpos (fun _ : ι => (1 : ℝ)) E (fun _ => one_pos)
    (by simpa only [one_mul] using hsum) hb
  simpa only [thermalMean, one_mul] using h
```

## (h) Inverted populations

Let \(b<0\), so that higher levels are more populated than lower ones of equal degeneracy. Let all \(g_i>0\) and \(E_i\neq E_j\) for some pair. Show that

\[
\bar E<\langle E\rangle_b .
\]

**Solution.** Replace every \(E_k\) by \(-E_k\) and \(b\) by \(-b>0\). The products \(bE_k\), and with them the populations, are unchanged, while the barycentre and the mean both change sign. Part (d) applied to the reversed levels gives \(-\langle E\rangle_b<-\bar E\), which is the claim.

The two sign changes are `h1` and `h2` in the code.

```lean
/-- At negative inverse temperature, where populations are inverted, the thermal mean of
levels that are not all equal lies strictly above the barycentre. -/
theorem barycentre_lt_thermalMean_of_inverted (g E : ι → ℝ) (hg : ∀ i, 0 < g i)
    {b : ℝ} (hb : b < 0) {i j : ι} (hij : E i ≠ E j) :
    barycentre g E < thermalMean g E b := by
  -- reversing all energies together with the temperature keeps the populations
  have h := thermalMean_lt_barycentre g (fun k => -E k) hg (neg_pos.mpr hb)
    (i := i) (j := j) (fun h => hij (neg_injective h))
  have h1 : thermalMean g (fun k => -E k) (-b) = -thermalMean g E b := by
    simp [thermalMean, neg_div]
  have h2 : barycentre g (fun k => -E k) = -barycentre g E := by
    simp [barycentre, neg_div]
  rw [h1, h2] at h
  linarith
```

## (i) The octahedral d shell

A threefold level lies at \(-\tfrac25\Delta\) and a twofold level at \(\tfrac35\Delta\), with \(\Delta\neq0\). For \(b>0\), show that

\[
\langle E\rangle_b<0 .
\]

**Solution.** The weighted sum is \(3\left(-\tfrac25\Delta\right)+2\left(\tfrac35\Delta\right)=0\), so the barycentre is zero. The two energies differ by \(\Delta\neq0\), and (d) gives the strict inequality. For \(\Delta>0\) the threefold level is the lower one, as in an octahedral field; for \(\Delta<0\) the order is reversed, as in a tetrahedral field. The degeneracies 3 and 2 count orbitals; including spin doubles both and leaves the barycentre and the thermal mean unchanged.

In Lean the lists `![3, 2]` and `![-(2 / 5) * Δ, (3 / 5) * Δ]` hold the degeneracies and energies, with labels 0 and 1. The facts `hg` and `hs` check positivity and the zero weighted sum.

For electronic structure, this means that in a one-electron model with these two fixed levels, an energy zero at the barycentre is not the thermal mean energy at any finite positive temperature.

```lean
/-- For a threefold level at `-2Δ/5` and a twofold level at `3Δ/5`, with `Δ` nonzero, the thermal
mean at positive temperature is strictly negative. This is the splitting pattern of a d shell in an
octahedral field for positive `Δ` and in a tetrahedral field for negative `Δ`. -/
theorem octahedral_thermalMean_neg {Δ b : ℝ} (hΔ : Δ ≠ 0) (hb : 0 < b) :
    thermalMean ![3, 2] ![-(2 / 5) * Δ, (3 / 5) * Δ] b < 0 := by
  have hg : ∀ i : Fin 2, (0 : ℝ) < (![3, 2] : Fin 2 → ℝ) i := by
    intro i
    fin_cases i <;> norm_num
  have hs : ∑ i : Fin 2, (![3, 2] : Fin 2 → ℝ) i *
      (![-(2 / 5) * Δ, (3 / 5) * Δ] : Fin 2 → ℝ) i = 0 := by
    rw [Fin.sum_univ_two]
    show (3 : ℝ) * (-(2 / 5) * Δ) + 2 * ((3 / 5) * Δ) = 0
    ring
  have h := thermalMean_lt_barycentre ![3, 2] ![-(2 / 5) * Δ, (3 / 5) * Δ] hg hb
    (i := 0) (j := 1) (fun h => hΔ (by
      have h' : -(2 / 5) * Δ = (3 / 5) * Δ := h
      linarith))
  unfold barycentre at h
  rwa [hs, zero_div] at h

end

end BarycentreRule
```

```lean
#print axioms BarycentreRule.thermalMean_lt_barycentre
#print axioms BarycentreRule.boltzmann_average_nonpos
#print axioms BarycentreRule.barycentre_lt_thermalMean_of_inverted
#print axioms BarycentreRule.octahedral_thermalMean_neg
```

```
'BarycentreRule.thermalMean_lt_barycentre' depends on axioms: [propext, Classical.choice, Quot.sound]
'BarycentreRule.boltzmann_average_nonpos' depends on axioms: [propext, Classical.choice, Quot.sound]
'BarycentreRule.barycentre_lt_thermalMean_of_inverted' depends on axioms: [propext, Classical.choice, Quot.sound]
'BarycentreRule.octahedral_thermalMean_neg' depends on axioms: [propext, Classical.choice, Quot.sound]
```
